# A unitary reflector between distinct complex vectors of equal norm

In one dimension, take $x=1$ and $y=e^{i\theta}\neq 1$. The Hermitian reflector $1-2vv^*/(v^*v)$ is $-1$ for every nonzero $v$, so it reaches $y$ only when $y=-1$. With $v=x-y=1-e^{i\theta}$ and $v^*x=\bar v$, however, $1-vv^*/(v^*x)=1-v=e^{i\theta}$, which is unitary and sends $x$ to $y$. A complex scalar in front of $vv^*$ supplies the missing phase.

## From equal norms to a unitary map

Let $x\neq y$ in $\mathbb C^n$ satisfy $x^*x=y^*y$. Put $v=x-y$, $a=v^*x$ and $H=I-\tau vv^*$. The claim is that $a\neq0$ and that, for $\tau=1/a$, $H$ is unitary with $Hx=y$.

Since $a=x^*x-y^*x$, equal norms give
$$a+\bar a=2x^*x-y^*x-x^*y=v^*v.$$
If $a$ were zero, $v^*v$ would vanish and $x=y$. So $a\neq0$.

For any $\tau$, using $(vv^*)^2=(v^*v)\,vv^*$,
$$H^*H=I-(\tau+\bar\tau-|\tau|^2v^*v)\,vv^*.$$
As $v\neq0$, some diagonal entry $|v_i|^2$ of $vv^*$ is nonzero, so $H$ is unitary exactly when $\tau+\bar\tau=|\tau|^2v^*v$. For $\tau=1/a$ both sides equal $(a+\bar a)/|a|^2$. Finally, $Hx=x-\tau a v=x-v=y$.

On $v$ itself,
$$Hv=v-\frac{a+\bar a}{a}v=-\frac{\bar a}{a}v.$$
This factor is a phase, equal to $-1$ when $a$ is real, that is, when $x^*y$ is real.

The map is also unique in its form. Suppose $(I-\sigma ww^*)x=y\neq x$ and set $c=\sigma w^*x$. Then $v=cw$, so $c\neq0$ and $w^*x\neq0$, and
$$\frac{vv^*}{v^*x}=\frac{|c|^2ww^*}{\bar c\,w^*x}=\frac{c}{w^*x}ww^*=\sigma ww^*.$$

To eliminate a column, choose $y=\beta e_k$ with $\beta$ real and $\beta^2=\sum_i|x_i|^2$. The norms agree, and a nonzero $x_j$ with $j\neq k$ ensures $x\neq y$. Applied to the trailing part of a column, such a map can serve as the elimination step in a QR factorisation by reflectors, or in the tridiagonalisation of a complex Hermitian matrix, such as a finite-basis Bloch Hamiltonian. Other choices of unitary map are possible in both.

## The reflector in Lean

Vectors are functions `n → ℂ` on a finite index type.

```lean
import Mathlib

open Matrix
open scoped ComplexOrder

namespace ComplexReflector

noncomputable section

variable {n : Type*} [Fintype n] [DecidableEq n]
```

The matrix `vecMulVec v (star v)` is $vv^*$, and `elementary τ v` is $H$.

```lean
/-- The elementary matrix `I - τ v v*`, with a complex scalar `τ`. -/
def elementary (τ : ℂ) (v : n → ℂ) : Matrix n n ℂ :=
  1 - τ • vecMulVec v (star v)
```

The product `star v ⬝ᵥ x` is $v^*x$, conjugate-linear in $v$. The definition of `reflector` sets $v=x-y$ and $\tau=1/(v^*x)$.

```lean
/-- The complex reflector `I - τ v v*` with `v = x - y` and `τ = 1 / (v* x)`. -/
def reflector (x y : n → ℂ) : Matrix n n ℂ :=
  elementary (1 / (star (x - y) ⬝ᵥ x)) (x - y)
```

## Action and unitarity criterion

The action formula follows from $(vv^*)z=(v^*z)v$, checked entry by entry.

```lean
/-- The matrix `I - τ v v*` subtracts from `z` the multiple `τ (v* z)` of `v`. -/
theorem elementary_mulVec (τ : ℂ) (v z : n → ℂ) :
    elementary τ v *ᵥ z = z - (τ * (star v ⬝ᵥ z)) • v := by
  have h : vecMulVec v (star v) *ᵥ z = (star v ⬝ᵥ z) • v := by
    ext i
    simp only [Matrix.mulVec, dotProduct, vecMulVec_apply, Pi.smul_apply, smul_eq_mul,
      Finset.sum_mul]
    exact Finset.sum_congr rfl fun j _ => by ring
  rw [elementary, Matrix.sub_mulVec, Matrix.one_mulVec, Matrix.smul_mulVec, h, smul_smul]
```

For the Gram matrix, `hP` states that $vv^*$ is Hermitian and `hPP` gives its square. Expanding the product and collecting coefficients with `module` finishes the calculation.

```lean
/-- The Gram matrix of `I - τ v v*` differs from the identity by a multiple of `v v*`. -/
theorem elementary_gram (τ : ℂ) (v : n → ℂ) :
    (elementary τ v)ᴴ * elementary τ v =
      1 - (τ + star τ - star τ * τ * (star v ⬝ᵥ v)) • vecMulVec v (star v) := by
  have hP : (vecMulVec v (star v))ᴴ = vecMulVec v (star v) := by
    ext i j
    simp [vecMulVec_apply, Matrix.conjTranspose_apply, mul_comm]
  have hPP : vecMulVec v (star v) * vecMulVec v (star v) =
      (star v ⬝ᵥ v) • vecMulVec v (star v) := by
    ext i j
    simp only [Matrix.mul_apply, vecMulVec_apply, Matrix.smul_apply, smul_eq_mul,
      dotProduct, Finset.sum_mul]
    exact Finset.sum_congr rfl fun k _ => by ring
  rw [elementary, Matrix.conjTranspose_sub, Matrix.conjTranspose_one,
    Matrix.conjTranspose_smul, hP]
  simp only [sub_mul, mul_sub, one_mul, mul_one, Matrix.smul_mul, Matrix.mul_smul, hPP]
  module
```

In the criterion, membership in `Matrix.unitaryGroup` becomes $H^*H=I$. The forward direction reads off the diagonal entry at an index where $v_i\neq0$; the converse substitutes the scalar equation.

```lean
/-- For nonzero `v`, the matrix `I - τ v v*` is unitary exactly when
`τ + τ̄ = |τ|² v* v`. -/
theorem elementary_unitary_iff (τ : ℂ) {v : n → ℂ} (hv : v ≠ 0) :
    elementary τ v ∈ Matrix.unitaryGroup n ℂ ↔
      τ + star τ = star τ * τ * (star v ⬝ᵥ v) := by
  rw [Matrix.mem_unitaryGroup_iff', Matrix.star_eq_conjTranspose, elementary_gram,
    sub_eq_self]
  constructor
  · intro h
    -- a nonzero component of v gives a nonzero diagonal entry of v v*
    obtain ⟨i, hi⟩ := Function.ne_iff.mp hv
    have hi' : v i ≠ 0 := hi
    have e := congrFun (congrFun h i) i
    simp only [Matrix.smul_apply, vecMulVec_apply, Pi.star_apply, smul_eq_mul,
      Matrix.zero_apply] at e
    have hne : v i * star (v i) ≠ 0 := mul_ne_zero hi' (star_ne_zero.mpr hi')
    exact sub_eq_zero.mp ((mul_eq_zero.mp e).resolve_right hne)
  · intro h
    rw [sub_eq_zero.mpr h, zero_smul]
```

## Mapping x to y

Equal norm is expressed as equality of the squared norms, `star x ⬝ᵥ x = star y ⬝ᵥ y`. The next lemma is the identity $v^*v=a+\bar a$.

```lean
omit [DecidableEq n] in
/-- For `x` and `y` of equal norm and `v = x - y`, the squared length `v* v` is the sum
of `v* x` and its complex conjugate. -/
theorem difference_norm {x y : n → ℂ} (h : star x ⬝ᵥ x = star y ⬝ᵥ y) :
    star (x - y) ⬝ᵥ (x - y) = star (x - y) ⬝ᵥ x + star (star (x - y) ⬝ᵥ x) := by
  rw [← Matrix.star_dotProduct x (x - y)]
  simp only [star_sub, sub_dotProduct, dotProduct_sub]
  linear_combination -h
```

The main theorem assumes only `x ≠ y` and equal norm, with no condition on the phase of $x^*y$. Its three conclusions are $a\neq0$, unitarity and $Hx=y$. The proof obtains `ha` by contradiction from the preceding identity; `key` verifies the criterion for $\tau=1/a$, and the action formula gives the image of $x$.

```lean
/-- For distinct `x` and `y` of equal norm and `v = x - y`, the number `v* x` is nonzero,
and `I - v v* / (v* x)` is unitary and maps `x` to `y`. -/
theorem reflector_unitary_maps {x y : n → ℂ} (hxy : x ≠ y)
    (h : star x ⬝ᵥ x = star y ⬝ᵥ y) :
    star (x - y) ⬝ᵥ x ≠ 0 ∧ reflector x y ∈ Matrix.unitaryGroup n ℂ ∧
      reflector x y *ᵥ x = y := by
  have hv : x - y ≠ 0 := sub_ne_zero.mpr hxy
  have ha : star (x - y) ⬝ᵥ x ≠ 0 := by
    intro h0
    have hd := difference_norm h
    rw [h0, star_zero, add_zero] at hd
    exact hv (dotProduct_star_self_eq_zero.mp hd)
  -- the inverse of a satisfies the unitarity criterion with v* v = a + conj a
  have key : ∀ t a : ℂ, t * a = 1 → t + star t = star t * t * (a + star a) := by
    intro t a h1
    have h2 : star t * star a = 1 := by rw [← star_mul', h1, star_one]
    linear_combination (-star t) * h1 - t * h2
  refine ⟨ha, ?_, ?_⟩
  · rw [reflector, elementary_unitary_iff _ hv, difference_norm h]
    exact key _ _ (one_div_mul_cancel ha)
  · rw [reflector, elementary_mulVec, one_div_mul_cancel ha, one_smul, sub_sub_cancel]
```

## Uniqueness and the phase on v

Uniqueness assumes neither equal norm nor unitarity: `σ` and `w` are arbitrary, and the hypotheses are that the matrix sends `x` to `y` and that the two differ. The proof names the scalar $c$, derives $v=cw$, and compares coefficients in `hcoef`.

```lean
/-- Any matrix `I - σ w w*` that maps `x` to a different vector `y` is equal to the
complex reflector of `x` and `y`. -/
theorem reflector_unique {x y w : n → ℂ} {σ : ℂ} (hxy : x ≠ y)
    (h : elementary σ w *ᵥ x = y) : elementary σ w = reflector x y := by
  rw [elementary_mulVec] at h
  obtain ⟨c, hc⟩ : ∃ c, c = σ * (star w ⬝ᵥ x) := ⟨_, rfl⟩
  rw [← hc] at h
  -- the difference x - y is a nonzero multiple of w
  have hv : x - y = c • w := by rw [← h, sub_sub_cancel]
  have hc0 : c ≠ 0 := by
    intro h0
    rw [h0, zero_smul] at hv
    exact hxy (sub_eq_zero.mp hv)
  have hb : star w ⬝ᵥ x ≠ 0 := by
    intro h0
    exact hc0 (by rw [hc, h0, mul_zero])
  have hdot : star (c • w) ⬝ᵥ x = star c * (star w ⬝ᵥ x) := by
    rw [star_smul, smul_dotProduct, smul_eq_mul]
  have hcoef : 1 / (star c * (star w ⬝ᵥ x)) * (c * star c) = σ := by
    rw [div_mul_eq_mul_div, one_mul, div_eq_iff (mul_ne_zero (star_ne_zero.mpr hc0) hb)]
    linear_combination star c * hc
  rw [reflector, hv, hdot, elementary, elementary]
  ext i j
  simp only [Matrix.sub_apply, Matrix.smul_apply, vecMulVec_apply, Pi.smul_apply,
    Pi.star_apply, smul_eq_mul, star_mul']
  linear_combination (w i * star (w j)) * hcoef
```

The next theorem combines the action formula with $v^*v=a+\bar a$ to obtain the factor $-\bar a/a$.

```lean
/-- For distinct `x` and `y` of equal norm, the reflector multiplies `v = x - y` by
minus the ratio of the conjugate of `v* x` to `v* x`. -/
theorem reflector_mulVec_difference {x y : n → ℂ} (hxy : x ≠ y)
    (h : star x ⬝ᵥ x = star y ⬝ᵥ y) :
    reflector x y *ᵥ (x - y) =
      (-(star (star (x - y) ⬝ᵥ x) / (star (x - y) ⬝ᵥ x))) • (x - y) := by
  have ha := (reflector_unitary_maps hxy h).1
  rw [reflector, elementary_mulVec, difference_norm h, mul_add, one_div_mul_cancel ha,
    add_smul, one_smul, sub_add_cancel_left, neg_smul, one_div_mul_eq_div]
```

## Eliminating a complex column

Here `Pi.single k (β : ℂ)` is $\beta e_k$. The type `β : ℝ` makes the surviving entry real, and `hβ` permits either sign. The proof establishes distinctness in `hne` and equal norm in `hnorm`, then applies the main theorem. The statement concerns one column; it covers neither rounding errors, on which the choice of sign has a bearing, nor the assembly of a full factorisation.

```lean
/-- A complex column `x` with a nonzero entry outside position `k` is mapped by a unitary
reflector to `β e_k`, for either real `β` whose square is the squared norm of `x`. -/
theorem column_elimination {x : n → ℂ} {j k : n} (hjk : j ≠ k) (hj : x j ≠ 0)
    {β : ℝ} (hβ : β ^ 2 = ∑ i, ‖x i‖ ^ 2) :
    reflector x (Pi.single k (β : ℂ)) ∈ Matrix.unitaryGroup n ℂ ∧
      reflector x (Pi.single k (β : ℂ)) *ᵥ x = Pi.single k (β : ℂ) := by
  have hne : x ≠ Pi.single k (β : ℂ) := by
    intro h0
    exact hj (by rw [h0, Pi.single_eq_of_ne hjk])
  have hx : star x ⬝ᵥ x = ((∑ i, ‖x i‖ ^ 2 : ℝ) : ℂ) := by
    rw [Complex.ofReal_sum]
    refine Finset.sum_congr rfl fun i _ => ?_
    rw [Complex.ofReal_pow]
    exact Complex.conj_mul' (x i)
  have hs : star (β : ℂ) = (β : ℂ) := Complex.conj_ofReal β
  -- both vectors have squared norm β²
  have hnorm : star x ⬝ᵥ x =
      star (Pi.single k (β : ℂ) : n → ℂ) ⬝ᵥ Pi.single k (β : ℂ) := by
    rw [hx, ← hβ, dotProduct_single, Pi.star_apply, Pi.single_eq_same, hs,
      Complex.ofReal_pow, sq]
  exact (reflector_unitary_maps hne hnorm).2

end

end ComplexReflector
```

```lean
#print axioms ComplexReflector.reflector_unitary_maps
#print axioms ComplexReflector.reflector_unique
#print axioms ComplexReflector.reflector_mulVec_difference
#print axioms ComplexReflector.column_elimination
```

```
'ComplexReflector.reflector_unitary_maps' depends on axioms: [propext, Classical.choice, Quot.sound]
'ComplexReflector.reflector_unique' depends on axioms: [propext, Classical.choice, Quot.sound]
'ComplexReflector.reflector_mulVec_difference' depends on axioms: [propext, Classical.choice, Quot.sound]
'ComplexReflector.column_elimination' depends on axioms: [propext, Classical.choice, Quot.sound]
```
